# In a normalized two-orbital state, an inverse participation ratio above one means a negative Mulliken population

To sort the states of a molecular junction into localized and extended ones, I take each state's coefficients in the atomic-orbital basis, compute its Mulliken populations, and sum their squares; this sum is the inverse participation ratio. I read the inverse of that sum as the number of orbitals the state occupies. The sum is 1 for a state on one orbital and $1/N$ for an even spread over $N$ orbitals. But one state, almost entirely on two overlapping orbitals, gives 1.28, so it would occupy 0.78 of an orbital. It is correctly normalized. How can a state be more localized than on a single orbital, and when does this happen?

## Where the excess comes from

A sum above 1 does not show that it is: the sum exceeds 1 because one of the populations is negative. For a normalized state with real coefficients on two normalized real orbitals with overlap $s\ge 0$, this happens exactly when the coefficients have opposite signs and the smaller magnitude is below $s$ times the larger.

Call the orbitals 0 and 1, with real coefficients $a$ and $b$. Normalization and the Mulliken populations read

$$a^2+b^2+2sab=1,\qquad q_0=a^2+sab,\qquad q_1=b^2+sab .$$

Since $q_0+q_1=1$, squaring the sum gives

$$q_0^2+q_1^2=1-2q_0q_1 ,$$

which exceeds 1 exactly when $q_0q_1<0$.

Suppose $|a|\ge|b|$. Then $q_0-q_1=a^2-b^2\ge0$, so $q_0\ge\tfrac12$ and only $q_1$ can be negative. If $ab\ge0$, then $q_1\ge0$. If $ab<0$, then $sab=-s|a||b|$ and

$$q_1=|b|\,(|b|-s|a|),$$

which is negative exactly when $|b|<s|a|$. The case $|b|\ge|a|$ is the same with the orbitals exchanged.

For a given overlap with $s^2<1$, the excess is bounded. Expanding and using normalization gives

$$q_0^2+q_1^2=1+\frac{s^2}{2(1-s^2)}-\frac{\big(s(a^2+b^2)+2ab\big)^2}{2(1-s^2)} .$$

The maximum is reached when the last square vanishes. With $x=1/\sqrt{1+s}$ and $y=1/\sqrt{1-s}$, take $a=(x+y)/2$ and $b=(x-y)/2$, the equal-weight sum of the normalized symmetric and antisymmetric combinations. Then $a^2+b^2=(x^2+y^2)/2$ and $ab=(x^2-y^2)/4$, so

$$a^2+b^2+2sab=\tfrac12\big[(1+s)x^2+(1-s)y^2\big]=1,$$
$$s(a^2+b^2)+2ab=\tfrac12\big[(1+s)x^2-(1-s)y^2\big]=0 .$$

For $s=0.6$ this state has $a\approx1.186$ and $b\approx-0.395$, so $|b|=|a|/3<0.6\,|a|$. With $a^2=1.40625$, $b^2=0.15625$ and $sab=-0.28125$, the populations are $q_0=1.125$ and $q_1=-0.125$. Their squares sum to $1.28125$, which equals the bound $1+0.36/1.28$.

In a calculation with real overlap matrix $S$ and real coefficient vector $c$, the step is to form $Sc$, multiply it entry by entry with $c$ to get the populations, then square and add. For a single real state on two orbitals, normalized so that $c^{T}Sc=1$, a result above 1 therefore reports how Mulliken's scheme divides the overlap term, half to each orbital, and its inverse cannot be read as a number of occupied orbitals.

Here is the argument in Lean 4 with Mathlib.

```lean
import Mathlib

open Matrix

namespace MullikenLocalization

noncomputable section

/-- The Mulliken population of orbital `i` in the state with real coefficients `c`,
for the overlap matrix `S`. -/
def population {n : Type*} [Fintype n] (S : Matrix n n ℝ) (c : n → ℝ) (i : n) : ℝ :=
  c i * (S *ᵥ c) i

/-- The inverse participation ratio: the sum of the squared Mulliken populations. -/
def ipr {n : Type*} [Fintype n] (S : Matrix n n ℝ) (c : n → ℝ) : ℝ :=
  ∑ i, population S c i ^ 2

/-- The overlap matrix of two normalized real orbitals with mutual overlap `s`. -/
def overlap (s : ℝ) : Matrix (Fin 2) (Fin 2) ℝ := !![1, s; s, 1]

/-- For any number of orbitals, if a normalized state has an inverse participation ratio
above one, then at least one of its Mulliken populations is negative. -/
theorem exists_negative_population {n : Type*} [Fintype n] (S : Matrix n n ℝ) (c : n → ℝ)
    (hnorm : c ⬝ᵥ (S *ᵥ c) = 1) (h : 1 < ipr S c) : ∃ i, population S c i < 0 := by
  by_contra! hn
  have hsum : ∑ i, population S c i = 1 := hnorm
  -- nonnegative populations that sum to one are each at most one
  have hle : ∀ i, population S c i ≤ 1 := by
    intro i
    rw [← hsum]
    exact Finset.single_le_sum (f := population S c) (fun j _ => hn j) (Finset.mem_univ i)
  have hipr : ipr S c ≤ ∑ i, population S c i :=
    Finset.sum_le_sum fun i _ => by
      nlinarith [mul_nonneg (hn i) (sub_nonneg.2 (hle i))]
  linarith

/-- The squared norm of a two-orbital state with coefficients `a`, `b` and overlap `s`. -/
theorem norm_two (s a b : ℝ) :
    ![a, b] ⬝ᵥ (overlap s *ᵥ ![a, b]) = a ^ 2 + b ^ 2 + 2 * s * a * b := by
  simp [overlap, Matrix.mulVec, dotProduct, Fin.sum_univ_two]
  ring

/-- The two Mulliken populations are the squared coefficients plus half of the overlap
term each. -/
theorem population_two (s a b : ℝ) :
    population (overlap s) ![a, b] 0 = a ^ 2 + s * a * b ∧
      population (overlap s) ![a, b] 1 = b ^ 2 + s * a * b := by
  constructor <;>
    simp [population, overlap, Matrix.mulVec, dotProduct, Fin.sum_univ_two] <;> ring

/-- For a normalized two-orbital state, the inverse participation ratio is one minus twice
the product of the two populations. -/
theorem ipr_two (s a b : ℝ) (h : a ^ 2 + b ^ 2 + 2 * s * a * b = 1) :
    ipr (overlap s) ![a, b] =
      1 - 2 * ((a ^ 2 + s * a * b) * (b ^ 2 + s * a * b)) := by
  rw [ipr, Fin.sum_univ_two, (population_two s a b).1, (population_two s a b).2]
  linear_combination (a ^ 2 + b ^ 2 + 2 * s * a * b + 1) * h

/-- For nonnegative overlap, the population `b² + sab` is negative exactly when the
coefficients have opposite signs and `|b|` is below `s` times `|a|`. -/
theorem population_neg_iff (s a b : ℝ) (hs : 0 ≤ s) :
    b ^ 2 + s * a * b < 0 ↔ a * b < 0 ∧ |b| < s * |a| := by
  -- for opposite signs, `s * a * b` is minus `s` times the product of the magnitudes
  have e : a * b < 0 → s * a * b = -(|b| * (s * |a|)) := by
    intro hab
    have h1 : |a| * |b| = -(a * b) := by rw [← abs_mul, abs_of_neg hab]
    linear_combination s * h1
  have hb : |b| * |b| = b ^ 2 := by rw [abs_mul_abs_self, sq]
  constructor
  · intro h
    have hab : a * b < 0 := by
      by_contra hc
      nlinarith [mul_nonneg hs (not_lt.1 hc), sq_nonneg b]
    refine ⟨hab, ?_⟩
    by_contra hc
    have h2 := mul_le_mul_of_nonneg_left (not_lt.1 hc) (abs_nonneg b)
    linarith [e hab]
  · rintro ⟨hab, h⟩
    have hb0 : b ≠ 0 := by
      rintro rfl
      simp at hab
    have h2 := mul_lt_mul_of_pos_left h (abs_pos.2 hb0)
    linarith [e hab]

/-- For nonnegative overlap, the squared Mulliken populations of a normalized two-orbital
state sum to more than one exactly when the coefficients have opposite signs and the smaller
magnitude is below `s` times the larger. -/
theorem one_lt_ipr_iff (s a b : ℝ) (hs : 0 ≤ s)
    (h : a ^ 2 + b ^ 2 + 2 * s * a * b = 1) :
    1 < ipr (overlap s) ![a, b] ↔ a * b < 0 ∧ min |a| |b| < s * max |a| |b| := by
  rw [ipr_two s a b h]
  rcases le_total |b| |a| with hab | hab
  · -- the first orbital holds at least half of the population
    have hsq : b ^ 2 ≤ a ^ 2 := sq_le_sq.2 hab
    have hp : 0 < a ^ 2 + s * a * b := by linarith
    rw [min_eq_right hab, max_eq_left hab, ← population_neg_iff s a b hs]
    constructor
    · intro h1
      by_contra hc
      linarith [mul_nonneg hp.le (not_lt.1 hc)]
    · intro h1
      linarith [mul_neg_of_pos_of_neg hp h1]
  · -- the same argument with the two orbitals exchanged
    have hsq : a ^ 2 ≤ b ^ 2 := sq_le_sq.2 hab
    have hp : 0 < b ^ 2 + s * a * b := by linarith
    have hiff := population_neg_iff s b a hs
    rw [mul_comm b a, mul_right_comm s b a] at hiff
    rw [min_eq_left hab, max_eq_right hab, ← hiff]
    constructor
    · intro h1
      by_contra hc
      linarith [mul_nonneg (not_lt.1 hc) hp.le]
    · intro h1
      linarith [mul_neg_of_neg_of_pos h1 hp]

/-- For `s² < 1`, the inverse participation ratio of a normalized two-orbital state is at most
`1 + s² / (2(1 - s²))`, with equality exactly when `s(a² + b²) + 2ab = 0`. -/
theorem ipr_le (s a b : ℝ) (hs : s ^ 2 < 1) (h : a ^ 2 + b ^ 2 + 2 * s * a * b = 1) :
    ipr (overlap s) ![a, b] ≤ 1 + s ^ 2 / (2 * (1 - s ^ 2)) ∧
      (ipr (overlap s) ![a, b] = 1 + s ^ 2 / (2 * (1 - s ^ 2)) ↔
        s * (a ^ 2 + b ^ 2) + 2 * (a * b) = 0) := by
  have hD : 0 < 2 * (1 - s ^ 2) := by linarith
  -- the distance to the bound, multiplied by `2(1 - s²)`, is a perfect square
  have key : 2 * (1 - s ^ 2) * (1 + s ^ 2 / (2 * (1 - s ^ 2)) - ipr (overlap s) ![a, b]) =
      (s * (a ^ 2 + b ^ 2) + 2 * (a * b)) ^ 2 := by
    have hc : 2 * (1 - s ^ 2) * (s ^ 2 / (2 * (1 - s ^ 2))) = s ^ 2 :=
      mul_div_cancel₀ _ hD.ne'
    rw [ipr_two s a b h]
    linear_combination hc - s ^ 2 * (a ^ 2 + b ^ 2 + 2 * s * a * b + 1) * h
  constructor
  · by_contra hc
    have h1 := mul_neg_of_pos_of_neg hD (sub_neg.2 (not_le.1 hc))
    linarith [sq_nonneg (s * (a ^ 2 + b ^ 2) + 2 * (a * b))]
  · constructor
    · intro he
      rw [he, sub_self, mul_zero] at key
      exact pow_eq_zero_iff two_ne_zero |>.1 key.symm
    · intro he
      rw [he, zero_pow two_ne_zero] at key
      have h1 := (mul_eq_zero.1 key).resolve_left hD.ne'
      linarith

/-- The equal-weight sum of the normalized symmetric and antisymmetric combinations of the two
orbitals, for `-1 < s < 1`. -/
def evenMix (s : ℝ) : Fin 2 → ℝ :=
  ![((√(1 + s))⁻¹ + (√(1 - s))⁻¹) / 2, ((√(1 + s))⁻¹ - (√(1 - s))⁻¹) / 2]

/-- For `-1 < s < 1`, the state `evenMix s` is normalized and its inverse participation ratio
equals `1 + s² / (2(1 - s²))`. -/
theorem ipr_evenMix (s : ℝ) (h1 : -1 < s) (h2 : s < 1) :
    evenMix s ⬝ᵥ (overlap s *ᵥ evenMix s) = 1 ∧
      ipr (overlap s) (evenMix s) = 1 + s ^ 2 / (2 * (1 - s ^ 2)) := by
  have hp : 0 < 1 + s := by linarith
  have hm : 0 < 1 - s := by linarith
  have hx : (1 + s) * (√(1 + s))⁻¹ ^ 2 = 1 := by
    rw [inv_pow, Real.sq_sqrt hp.le, mul_inv_cancel₀ hp.ne']
  have hy : (1 - s) * (√(1 - s))⁻¹ ^ 2 = 1 := by
    rw [inv_pow, Real.sq_sqrt hm.le, mul_inv_cancel₀ hm.ne']
  have hn : evenMix s ⬝ᵥ (overlap s *ᵥ evenMix s) = 1 := by
    rw [evenMix, norm_two]
    linear_combination hx / 2 + hy / 2
  refine ⟨hn, ?_⟩
  rw [evenMix, norm_two] at hn
  -- the equality condition of the bound holds
  refine (ipr_le s _ _ (by nlinarith [mul_pos hp hm]) hn).2.2 ?_
  linear_combination hx / 2 - hy / 2

end

end MullikenLocalization
```

```lean
#print axioms MullikenLocalization.exists_negative_population
#print axioms MullikenLocalization.one_lt_ipr_iff
#print axioms MullikenLocalization.ipr_evenMix
```

```
'MullikenLocalization.exists_negative_population' depends on axioms: [propext, Classical.choice, Quot.sound]
'MullikenLocalization.one_lt_ipr_iff' depends on axioms: [propext, Classical.choice, Quot.sound]
'MullikenLocalization.ipr_evenMix' depends on axioms: [propext, Classical.choice, Quot.sound]
```

## What the theorems say

`population S c i` is $c_i(Sc)_i$, and `ipr S c` is the sum of its squares. The matrix `overlap s` has ones on the diagonal, so both orbitals are normalized, and `![a, b]` is the coefficient vector.

- `one_lt_ipr_iff` is the criterion. It assumes `0 ≤ s` and normalization, and writes the smaller and larger magnitudes with `min` and `max`. The algebra does not need $s<1$, although two distinct normalized orbitals always satisfy it. The sign of $s$ does matter: for negative overlap the excess occurs with $ab>0$, and flipping the sign of one orbital restores the stated form.
- `ipr_le` gives the upper bound for $s^2<1$, of either sign, with its equality condition. `ipr_evenMix` shows that the state `evenMix s` is normalized and attains the bound for every $-1<s<1$.
- `exists_negative_population` applies to any finite number of orbitals: a normalized state with ratio above 1 has at least one negative population. It claims no converse. `S` may be any real matrix there.

Coefficients are real throughout, and each statement concerns one state, not a total density.

## How Lean carries out the argument

`exists_negative_population` argues by contradiction. Nonnegative populations that sum to 1 are each at most 1, so $q_i^2\le q_i$, and summing gives a ratio of at most 1.

`norm_two` and `population_two` expand the matrix products into the formulas for $a$ and $b$. `ipr_two` is the identity $1-2q_0q_1$. Its `linear_combination` multiplies the normalization condition by $\nu+1$, where $\nu$ is the squared norm, because $\nu^2-1=(\nu+1)(\nu-1)$.

`population_neg_iff` settles the sign of $q_1$. If $q_1<0$, then $ab<0$, since otherwise both terms of $q_1$ are nonnegative. The auxiliary statement `e` rewrites $sab$ as $-|b|\,(s|a|)$ when $ab<0$, and multiplying the inequality between $|b|$ and $s|a|$ by $|b|$ then completes both directions.

`one_lt_ipr_iff` splits on which magnitude is larger. In each branch `hp` records that the dominant orbital's population is positive, so the sign of the product is the sign of the other population. The second branch uses `population_neg_iff` with $a$ and $b$ exchanged.

In `ipr_le`, `key` is the perfect-square identity multiplied through by $2(1-s^2)$. A square is nonnegative, which gives the bound, and it vanishes exactly at equality. For `ipr_evenMix`, `hx` and `hy` state $(1+s)x^2=1$ and $(1-s)y^2=1$. Half their sum gives normalization, and half their difference gives the equality condition.
